# Krylov breakdown yields an exact solution when the linear map is injective

Let \(A\) be an injective linear map on a vector space \(V\) over a field \(F\), let \(r\in V\), and let
\[
K_k=\operatorname{span}(r,Ar,\ldots,A^{k-1}r).
\]
Then \(A^k r\in K_k\) if and only if some \(x\in K_k\) satisfies \(Ax=r\). When the Krylov sequence stops producing new directions, the space already built contains the exact solution.

Krylov solvers are applied to the linear response equations of electronic structure. For a nonsingular linear problem in exact arithmetic, the result says that such a breakdown is a success and not a failure.

## The Krylov space and its elements

The field and the dimension of \(V\) are arbitrary. In Lean, `A : V →ₗ[F] V` is the linear map, and no matrix or basis is chosen.

```lean
import Mathlib

namespace KrylovLuckyBreakdown

variable {F V : Type*} [Field F] [AddCommGroup V] [Module F V]
```

The space \(K_k\) is the span of the vectors \(A^i r\) with \(i<k\). In particular \(K_0=\{0\}\), and \(k=0\) is allowed throughout.

```lean
/-- The Krylov space spanned by `r, A r, ..., A^(k-1) r`. -/
def krylov (A : V →ₗ[F] V) (r : V) (k : ℕ) : Submodule F V :=
  Submodule.span F {v | ∃ i, i < k ∧ v = (A ^ i) r}
```

Successive vectors are related by \(A^{i+1}r=A(A^i r)\).

```lean
/-- The next Krylov vector is obtained by applying `A` to the current one. -/
theorem pow_step (A : V →ₗ[F] V) (r : V) (i : ℕ) :
    (A ^ (i + 1)) r = A ((A ^ i) r) := by
  rw [pow_succ', Module.End.mul_apply]
```

A vector \(x\) lies in \(K_k\) exactly when
\[
x=\sum_{i<k}c_i A^i r
\]
for some coefficients \(c_i\in F\). Such combinations include each generator and are closed under addition and scaling, so they exhaust the span; conversely, each of them lies in it. The Lean proof follows this argument by `Submodule.span_induction`. Its coefficients form a function on all of \(\mathbb N\), of which only the first \(k\) values enter.

```lean
/-- The elements of the Krylov space are the combinations of `r, A r, ..., A^(k-1) r`. -/
theorem mem_krylov_iff (A : V →ₗ[F] V) (r x : V) (k : ℕ) :
    x ∈ krylov A r k ↔ ∃ c : ℕ → F, x = ∑ i ∈ Finset.range k, c i • (A ^ i) r := by
  constructor
  · intro hx
    unfold krylov at hx
    induction hx using Submodule.span_induction with
    | mem v hv =>
      obtain ⟨i, hi, rfl⟩ := hv
      refine ⟨fun j => if j = i then 1 else 0, ?_⟩
      simp [ite_smul, hi]
    | zero => exact ⟨0, by simp⟩
    | add u v _ _ hu hv =>
      obtain ⟨c, hc⟩ := hu
      obtain ⟨d, hd⟩ := hv
      refine ⟨fun i => c i + d i, ?_⟩
      rw [hc, hd]
      simp only [add_smul, Finset.sum_add_distrib]
    | smul a u _ hu =>
      obtain ⟨c, hc⟩ := hu
      refine ⟨fun i => a * c i, ?_⟩
      rw [hc]
      simp only [Finset.smul_sum, mul_smul]
  · rintro ⟨c, rfl⟩
    refine Submodule.sum_mem _ fun i hi => Submodule.smul_mem _ _ ?_
    exact Submodule.subset_span ⟨i, Finset.mem_range.1 hi, rfl⟩
```

If \(y=\sum_{i<k}c_iA^i r\), then \(Ay=\sum_{i<k}c_iA^{i+1}r\), whose powers are at most \(k\). Hence both \(y\) and \(Ay\) lie in \(K_{k+1}\).

```lean
/-- Enlarging the Krylov space by one step keeps all earlier vectors, and
applying `A` to an earlier vector lands in the enlarged space. -/
theorem krylov_step (A : V →ₗ[F] V) (r : V) {y : V} {k : ℕ} (hy : y ∈ krylov A r k) :
    y ∈ krylov A r (k + 1) ∧ A y ∈ krylov A r (k + 1) := by
  obtain ⟨c, rfl⟩ := (mem_krylov_iff A r y k).1 hy
  constructor
  · refine Submodule.sum_mem _ fun i hi => Submodule.smul_mem _ _ ?_
    have hi' := Finset.mem_range.1 hi
    exact Submodule.subset_span ⟨i, by omega, rfl⟩
  · rw [map_sum]
    refine Submodule.sum_mem _ fun i hi => ?_
    have hi' := Finset.mem_range.1 hi
    rw [map_smul, ← pow_step]
    exact Submodule.smul_mem _ _ (Submodule.subset_span ⟨i + 1, by omega, rfl⟩)
```

## From breakdown to a solution

The argument is an induction on \(k\). For \(k=0\), breakdown means \(r\in\{0\}\), and \(x=0\) solves the equation.

For the step, suppose \(A^{k+1}r\in K_{k+1}\). Separating the term in \(r\) from the others, which all contain a factor \(A\), gives
\[
A(A^k r)=Ay+a\,r,\qquad y=\sum_{i<k}c_{i+1}A^i r\in K_k,\quad a=c_0 .
\]

If \(a\neq0\), the relation can be solved for \(r\):
\[
x=a^{-1}(A^k r-y)\in K_{k+1},\qquad Ax=a^{-1}(Ay+a\,r-Ay)=r .
\]

If \(a=0\), then \(A(A^k r)=Ay\), and injectivity gives \(A^k r=y\in K_k\). Breakdown had already occurred one step earlier, so the induction hypothesis supplies a solution in \(K_k\subseteq K_{k+1}\). The two branches of `by_cases ha : a = 0` are these two cases.

```lean
/-- For injective `A`, if `A^k r` lies in the span of `r, A r, ..., A^(k-1) r`, then
this span contains a solution of `A x = r`. -/
theorem exists_solution_of_breakdown (A : V →ₗ[F] V) (hA : Function.Injective A)
    (r : V) (k : ℕ) (h : (A ^ k) r ∈ krylov A r k) :
    ∃ x ∈ krylov A r k, A x = r := by
  induction k with
  | zero =>
    obtain ⟨c, hc⟩ := (mem_krylov_iff A r _ 0).1 h
    have hr : r = 0 := by simpa using hc
    exact ⟨0, Submodule.zero_mem _, by rw [map_zero, hr]⟩
  | succ k ih =>
    -- split off the lowest power: A^(k+1) r = A y + a r
    obtain ⟨y, hy, a, hs⟩ : ∃ y ∈ krylov A r k, ∃ a : F,
        A ((A ^ k) r) = A y + a • r := by
      obtain ⟨c, hc⟩ := (mem_krylov_iff A r _ (k + 1)).1 h
      refine ⟨∑ i ∈ Finset.range k, c (i + 1) • (A ^ i) r,
        (mem_krylov_iff A r _ k).2 ⟨fun i => c (i + 1), rfl⟩, c 0, ?_⟩
      rw [← pow_step, hc, Finset.sum_range_succ', map_sum]
      simp only [pow_step, map_smul, pow_zero, Module.End.one_apply]
    by_cases ha : a = 0
    · -- injectivity cancels one A: breakdown occurred one step earlier
      have hk : (A ^ k) r = y := hA (by rw [hs, ha, zero_smul, add_zero])
      obtain ⟨x, hx, hxr⟩ := ih (by rw [hk]; exact hy)
      exact ⟨x, (krylov_step A r hx).1, hxr⟩
    · -- otherwise the relation can be solved for r
      refine ⟨a⁻¹ • ((A ^ k) r - y), Submodule.smul_mem _ _ (Submodule.sub_mem _
        (Submodule.subset_span ⟨k, by omega, rfl⟩) (krylov_step A r hy).1), ?_⟩
      rw [map_smul, map_sub, hs, add_sub_cancel_left, smul_smul, inv_mul_cancel₀ ha,
        one_smul]
```

The proof turns on `Finset.sum_range_succ'`, with the prime. The unprimed lemma removes the last term of a sum over `range (k + 1)`; the primed one removes the term at zero and shifts the rest:
\[
\sum_{i<k+1}f(i)=\sum_{i<k}f(i+1)+f(0).
\]
With \(f(i)=c_iA^i r\), every shifted term carries a power \(A^{i+1}\), from which one \(A\) can be taken out. This produces \(Ay+a\,r\) in the form that both cases need.

For a numerical instance, take \(A=\operatorname{diag}(1,2,4)\) and \(r=(1,1,0)\). Then \(Ar=(1,2,0)\) is not a multiple of \(r\), but
\[
A^2r=(1,4,0)=3Ar-2r .
\]
Breakdown occurs at order 2 in a three-dimensional space. Here \(y=3r\) and \(a=-2\), so
\[
x=-\tfrac12(Ar-3r)=(1,\tfrac12,0),
\]
and indeed \(Ax=(1,1,0)=r\).

## From a solution to breakdown

The converse needs no injectivity. For \(k=0\), a solution in \(K_0\) is \(x=0\), so \(r=0\) and \(A^0r=r\in K_0\).

For the step, let \(x\in K_{k+1}\) solve \(Ax=r\), and split off the highest power: \(x=y+a\,A^k r\) with \(y\in K_k\). If \(a=0\), then \(x\in K_k\), the induction hypothesis gives \(A^k r\in K_k\), and applying \(A\) gives \(A^{k+1}r\in K_{k+1}\). If \(a\neq0\), applying \(A\) to \(x\) gives
\[
r=Ay+a\,A^{k+1}r,\qquad A^{k+1}r=a^{-1}(r-Ay)\in K_{k+1}.
\]

```lean
/-- If the Krylov space of order `k` contains a solution of `A x = r`, then `A^k r`
lies in that space, whether or not `A` is injective. -/
theorem breakdown_of_solution (A : V →ₗ[F] V) (r : V) (k : ℕ) (x : V)
    (hx : x ∈ krylov A r k) (hxr : A x = r) : (A ^ k) r ∈ krylov A r k := by
  induction k with
  | zero =>
    obtain ⟨c, hc⟩ := (mem_krylov_iff A r x 0).1 hx
    have hx0 : x = 0 := by simpa using hc
    have hr : r = 0 := by rw [← hxr, hx0, map_zero]
    rw [pow_zero, Module.End.one_apply, hr]
    exact Submodule.zero_mem _
  | succ k ih =>
    -- split off the highest power: x = y + a A^k r
    obtain ⟨y, hy, a, hs⟩ : ∃ y ∈ krylov A r k, ∃ a : F, x = y + a • (A ^ k) r := by
      obtain ⟨c, hc⟩ := (mem_krylov_iff A r x (k + 1)).1 hx
      exact ⟨_, (mem_krylov_iff A r _ k).2 ⟨c, rfl⟩, c k, by
        rw [hc, Finset.sum_range_succ]⟩
    by_cases ha : a = 0
    · have hxy : x = y := by rw [hs, ha, zero_smul, add_zero]
      rw [pow_step]
      exact (krylov_step A r (ih (by rw [hxy]; exact hy))).2
    · have hr : r = A y + a • (A ^ (k + 1)) r := by
        rw [pow_step, ← map_smul, ← map_add, ← hs, hxr]
      have hp : (A ^ (k + 1)) r = a⁻¹ • (r - A y) := by
        have h1 : r - A y = a • (A ^ (k + 1)) r := sub_eq_iff_eq_add'.2 hr
        rw [h1, smul_smul, inv_mul_cancel₀ ha, one_smul]
      rw [hp]
      exact Submodule.smul_mem _ _ (Submodule.sub_mem _
        (Submodule.subset_span ⟨0, by omega, by simp⟩) (krylov_step A r hy).2)
```

Together the two directions give the equivalence. The hypothesis `hA` says that \(A\) has no zero modes: no nonzero vector is sent to zero. In finite dimension this means that the matrix of \(A\) is nonsingular.

```lean
/-- Lucky breakdown: for injective `A`, the vector `A^k r` lies in the span of
`r, A r, ..., A^(k-1) r` exactly when this span contains a solution of `A x = r`. -/
theorem lucky_breakdown (A : V →ₗ[F] V) (hA : Function.Injective A) (r : V) (k : ℕ) :
    (A ^ k) r ∈ krylov A r k ↔ ∃ x ∈ krylov A r k, A x = r :=
  ⟨exists_solution_of_breakdown A hA r k,
    fun ⟨x, hx, hxr⟩ => breakdown_of_solution A r k x hx hxr⟩
```

## Starting from an initial guess

For \(Ax=b\) and a starting vector \(x_0\), a Krylov solver such as GMRES without preconditioning builds its Krylov space from the residual \(r=b-Ax_0\). At breakdown there is a correction \(d\in K_k\) with \(Ad=r\), so
\[
A(x_0+d)=Ax_0+(b-Ax_0)=b .
\]
Any other solution \(z\) satisfies \(Az=A(x_0+d)\), and injectivity gives \(z=x_0+d\). In Lean, `∃!` expresses existence and uniqueness, and `x - x₀ ∈ krylov A (b - A x₀) k` expresses membership in \(x_0+K_k\).

```lean
/-- For injective `A`, if `A^k (b - A x₀)` lies in the Krylov space of order `k` of the residual `b
- A x₀`, then `x₀` plus that space contains exactly one solution of `A x = b`. -/
theorem solution_from_initial_guess (A : V →ₗ[F] V) (hA : Function.Injective A)
    (b x₀ : V) (k : ℕ) (h : (A ^ k) (b - A x₀) ∈ krylov A (b - A x₀) k) :
    ∃! x, x - x₀ ∈ krylov A (b - A x₀) k ∧ A x = b := by
  obtain ⟨d, hd, hdr⟩ := exists_solution_of_breakdown A hA _ k h
  refine ⟨x₀ + d, ⟨by rw [add_sub_cancel_left]; exact hd, ?_⟩, ?_⟩
  · rw [map_add, hdr, add_sub_cancel]
  · rintro z ⟨_, hz⟩
    apply hA
    rw [hz, map_add, hdr, add_sub_cancel]
```

Now suppose that \(\|b-Ax\|\le\|b-Ay\|\) for every \(y\in x_0+K_k\), as for a minimal-residual iterate. Choosing the exact solution for \(y\) makes the right side zero, so \(Ax=b\). The norm need not come from an inner product. That \(x\) has this minimising property is assumed in `hmin`; the theorem does not construct \(x\) or analyse an algorithm that finds it, and it says nothing about near-breakdown in rounded arithmetic.

```lean
/-- For injective `A`, at breakdown, a vector whose residual norm does not exceed that of any trial
vector in `x₀` plus the Krylov space solves `A x = b` exactly. -/
theorem minimal_residual_exact {W : Type*} [NormedAddCommGroup W] [Module F W]
    (A : W →ₗ[F] W) (hA : Function.Injective A) (b x₀ x : W) (k : ℕ)
    (h : (A ^ k) (b - A x₀) ∈ krylov A (b - A x₀) k)
    (hmin : ∀ y, y - x₀ ∈ krylov A (b - A x₀) k → ‖b - A x‖ ≤ ‖b - A y‖) :
    A x = b := by
  obtain ⟨y, ⟨hy, hyb⟩, _⟩ := solution_from_initial_guess A hA b x₀ k h
  have h0 := hmin y hy
  rw [hyb, sub_self, norm_zero] at h0
  exact (sub_eq_zero.1 (norm_le_zero_iff.1 h0)).symm
```

## A singular map that breaks down without a solution

On the real plane, let \(S(a,b)=(0,a)\), which sends \((0,1)\) to zero.

```lean
/-- The linear map `(a, b) ↦ (0, a)` on the real plane. -/
def shift : (ℝ × ℝ) →ₗ[ℝ] (ℝ × ℝ) :=
  (LinearMap.inr ℝ ℝ ℝ).comp (LinearMap.fst ℝ ℝ ℝ)
```

For \(r=(1,0)\),
\[
Sr=(0,1),\qquad S^2r=(0,0)\in K_2 ,
\]
so the sequence breaks down at \(k=2\). Yet the first component of \(Sx\) is always zero, so \(Sx=(1,0)\) has no solution anywhere in the plane. Without injectivity, breakdown alone therefore does not guarantee a solution.

```lean
/-- For `r = (1, 0)`, the vector `shift^2 r` lies in the Krylov space of order 2 of `shift` and `r`,
yet `shift x = r` has no solution. -/
theorem breakdown_without_solution :
    (shift ^ 2) (1, 0) ∈ krylov shift (1, 0) 2 ∧ ∀ x, shift x ≠ (1, 0) := by
  constructor
  · have h : (shift ^ 2) (1, 0) = 0 := by
      rw [pow_two, Module.End.mul_apply]
      simp [shift]
    rw [h]
    exact Submodule.zero_mem _
  · intro x hx
    have h := congrArg Prod.fst hx
    simp [shift] at h

end KrylovLuckyBreakdown
```

```lean
#print axioms KrylovLuckyBreakdown.lucky_breakdown
-- 'KrylovLuckyBreakdown.lucky_breakdown' depends on axioms: [propext, Classical.choice, Quot.sound]
#print axioms KrylovLuckyBreakdown.minimal_residual_exact
-- 'KrylovLuckyBreakdown.minimal_residual_exact' depends on axioms: [propext, Classical.choice, Quot.sound]
#print axioms KrylovLuckyBreakdown.breakdown_without_solution
-- 'KrylovLuckyBreakdown.breakdown_without_solution' depends on axioms: [propext, Classical.choice, Quot.sound]
```
